# The exponentially damped sum of mode numbers equals 1/(4 sinh²(ε/2))

The theorem `hasSum_modes` concerns the sum of the mode numbers n = 0, 1, 2, …, each damped by a factor e^(−εn), where the cutoff ε is a positive real number. It states that this infinite series converges to 1/(4 sinh²(ε/2)). The cutoff stays fixed: no limit ε → 0 is taken and no divergent part is subtracted. The proof treats the series as ∑ n rⁿ with r = e^(−ε), for which Mathlib has the closed form r/(1 − r)² when |r| < 1, and turns that value into the hyperbolic sine with the help of `four_sinh_sq`.

In Lean, a first try:

```lean
import Mathlib

open Filter Topology

namespace StringNormalOrdering

noncomputable section

/-- Four times the squared hyperbolic sine of `ε/2`, written with exponentials. -/
theorem four_sinh_sq (ε : ℝ) :
    4 * Real.sinh (ε / 2) ^ 2 = Real.exp ε + Real.exp (-ε) - 2 := by
  have ha : Real.exp ε = Real.exp (ε / 2) ^ 2 := by
    rw [sq, ← Real.exp_add]
    congr 1
    ring
  have hb : Real.exp (-ε) = Real.exp (-(ε / 2)) ^ 2 := by
    rw [sq, ← Real.exp_add]
    congr 1
    ring
  have hab : Real.exp (ε / 2) * Real.exp (-(ε / 2)) = 1 := by
    rw [← Real.exp_add, add_neg_cancel, Real.exp_zero]
  rw [Real.sinh_eq, ha, hb]
  linear_combination (-2) * hab

/-- For every positive cutoff the damped sum over mode numbers converges to
`1 / (4 sinh² (ε/2))`. -/
theorem hasSum_modes {ε : ℝ} (hε : 0 < ε) :
    HasSum (fun n : ℕ => (n : ℝ) * Real.exp (-(ε * n)))
      (1 / (4 * Real.sinh (ε / 2) ^ 2)) := by
  have hr : Real.exp (-ε) < 1 := Real.exp_lt_one (by linarith)
  have hnorm : ‖Real.exp (-ε)‖ < 1 := by
    rw [Real.norm_eq_abs, abs_of_pos (Real.exp_pos _)]
    exact hr
  have hs : 0 < Real.sinh (ε / 2) := Real.sinh_pos_iff.mpr (by linarith)
  have hD : 4 * Real.sinh (ε / 2) ^ 2 ≠ 0 := by positivity
  have hq : Real.exp ε * Real.exp (-ε) = 1 := by
    rw [← Real.exp_add, add_neg_cancel, Real.exp_zero]
  -- the closed form of the differentiated geometric series
  have hval : Real.exp (-ε) / (1 - Real.exp (-ε)) ^ 2
      = 1 / (4 * Real.sinh (ε / 2) ^ 2) := by
    rw [div_eq_div_iff (pow_ne_zero 2 (by linarith)) hD, four_sinh_sq]
    linear_combination hq
  have hterm : (fun n : ℕ => (n : ℝ) * Real.exp (-(ε * n)))
      = fun n : ℕ => (n : ℝ) * Real.exp (-ε) ^ n := by
    funext n
    rw [← Real.exp_nat_mul]
    congr 2
    ring
  rw [hterm, ← hval]
  exact hasSum_coe_mul_geometric_of_norm_lt_one hnorm

end

end StringNormalOrdering
```

The compiler's answer:

```
Main.lean:30:33: error(lean.unknownIdentifier): Unknown constant `Real.exp_lt_one`
```

Cause. The error is a missing name. To show that the ratio e^(−ε) is below 1, the proof calls `Real.exp_lt_one`, and Lean reports that it knows no constant so called. The inequality itself is true, since ε is positive, and the message finds no fault with the mathematics.

The repair uses `Real.exp_lt_one_iff` instead, which says that the exponential of a real number is less than 1 exactly when that number is negative. Since this is an equivalence, `.mpr` is needed to select the direction from the negative exponent to the bound on the exponential. What remains to be shown is −ε < 0, which `linarith` gets from the hypothesis `hε`. The rest of the proof is unchanged.

The repair, with which the file compiles:

```diff
@@ -28,5 +28,5 @@
     HasSum (fun n : ℕ => (n : ℝ) * Real.exp (-(ε * n)))
       (1 / (4 * Real.sinh (ε / 2) ^ 2)) := by
-  have hr : Real.exp (-ε) < 1 := Real.exp_lt_one (by linarith)
+  have hr : Real.exp (-ε) < 1 := Real.exp_lt_one_iff.mpr (by linarith)
   have hnorm : ‖Real.exp (-ε)‖ < 1 := by
     rw [Real.norm_eq_abs, abs_of_pos (Real.exp_pos _)]
```
